# An open chain of $n$ normalised functions with overlap 1/2 between neighbours and none beyond has a smallest overlap eigenvalue that falls as $\pi^2/(2n^2)$

Canonical orthogonalisation diagonalises the overlap matrix $S$ and discards eigenvectors whose eigenvalues lie below a threshold. Whether anything is discarded depends on the smallest eigenvalue. For the model chain treated here, with $n$ normalised functions, overlap $1/2$ between neighbours and none beyond, that eigenvalue is $1-\cos(\pi/(n+1))$. It is positive at every length, but $n^2$ times it tends to $\pi^2/2$.

In Lean 4 with Mathlib:

```lean
import Mathlib

open Matrix Filter Topology
open scoped Real

namespace CriticalOverlapChain

noncomputable section
```

## The chain and its standing waves

The functions are normalised, neighbours overlap by $1/2$, and all other overlaps vanish. Box functions of width 2 placed at unit spacing have exactly these overlaps. The value $1/2$ is critical: with any larger neighbour overlap, a sufficiently long chain of this form would no longer have a positive definite matrix. Basis functions with longer-ranged overlaps are not covered.

```lean
/-- Overlap matrix of an open chain of `n` normalised functions with neighbour overlap `1/2`
and no overlap beyond neighbours. -/
def overlap (n : ℕ) : Matrix (Fin n) (Fin n) ℝ :=
  Matrix.of fun i j =>
    if i = j then 1 else if (i : ℕ) + 1 = j ∨ (j : ℕ) + 1 = i then 1 / 2 else 0
```

`Fin n` numbers the sites $0,\dots,n-1$. An eigenvalue is a real $\mu$ with $Sv=\mu v$ for some nonzero real coefficient vector $v$.

```lean
/-- The eigenvalues of the overlap matrix of the chain. -/
def eigenvalues (n : ℕ) : Set ℝ :=
  {μ | ∃ v : Fin n → ℝ, v ≠ 0 ∧ overlap n *ᵥ v = μ • v}
```

The trial eigenvectors have amplitude $\sin((j+1)\varphi)$ on site $j$. They are left unnormalised; for $\varphi=k\pi/(n+1)$ with $k=1,\dots,n$, the factor $\sqrt{2/(n+1)}$ gives them unit Euclidean length as coefficient vectors, $v\cdot v=1$; the squared norm of the function they represent is $v\cdot Sv$.

```lean
/-- The wave with amplitude `sin ((j + 1) φ)` on site `j = 0, ..., n - 1`. -/
def wave (n : ℕ) (φ : ℝ) : Fin n → ℝ := fun j => Real.sin (((j : ℕ) + 1 : ℝ) * φ)
```

Let $f$ be a sequence with $f(0)=f(n+1)=0$, and put $f(j+1)$ on site $j$. Row $i$ of $S$ collects the site itself and half of each neighbour:
$$(Sf)_i=f(i+1)+\tfrac12\bigl(f(i)+f(i+2)\bigr).$$
At an end of the chain the missing neighbour contributes zero, as does the corresponding boundary value of $f$. The proof splits the row sum into these three contributions.

```lean
/-- On amplitudes that vanish just outside both ends of the chain, the overlap matrix adds to
each amplitude half the sum of its two neighbours. -/
theorem overlap_mulVec_apply (n : ℕ) (f : ℕ → ℝ) (h0 : f 0 = 0) (hn : f (n + 1) = 0)
    (i : Fin n) :
    (overlap n *ᵥ fun j : Fin n => f ((j : ℕ) + 1)) i
      = f ((i : ℕ) + 1) + (f (i : ℕ) + f ((i : ℕ) + 2)) / 2 := by
  obtain ⟨i, hi⟩ := i
  have hs := Fin.sum_univ_eq_sum_range (fun j : ℕ => (if j = i then f (j + 1) else 0)
    + (if j + 1 = i then f (j + 1) / 2 else 0) + (if j = i + 1 then f (j + 1) / 2 else 0)) n
  change ∑ j : Fin n, overlap n ⟨i, hi⟩ j * f ((j : ℕ) + 1) = f (i + 1) + (f i + f (i + 2)) / 2
  refine (Finset.sum_congr rfl fun j _ => ?_).trans (hs.trans ?_)
  · simp only [overlap, Matrix.of_apply, Fin.ext_iff]
    split_ifs <;> first | omega | ring
  · have h1 : ∑ j ∈ Finset.range n, (if j = i then f (j + 1) else 0) = f (i + 1) := by
      simp [Finset.sum_ite_eq', hi]
    have h2 : ∑ j ∈ Finset.range n, (if j + 1 = i then f (j + 1) / 2 else 0) = f i / 2 := by
      clear hs h1
      rcases i with _ | k
      · simp [h0]
      · have hk : k < n := by omega
        simp [Finset.sum_ite_eq', hk]
    have h3 : ∑ j ∈ Finset.range n, (if j = i + 1 then f (j + 1) / 2 else 0)
        = f (i + 2) / 2 := by
      rw [Finset.sum_ite_eq' (Finset.range n) (i + 1) (fun j => f (j + 1) / 2)]
      split_ifs with h
      · rfl
      · have : i + 2 = n + 1 := by
          rw [Finset.mem_range] at h
          omega
        rw [this, hn, zero_div]
    rw [Finset.sum_add_distrib, Finset.sum_add_distrib, h1, h2, h3]
    ring
```

For $f(k)=\sin(k\varphi)$, the boundary condition at $n+1$ reads $\sin((n+1)\varphi)=0$. The addition formulas give
$$\sin(i\varphi)+\sin((i+2)\varphi)=2\cos\varphi\,\sin((i+1)\varphi),$$
so $S$ multiplies the wave by $1+\cos\varphi$. The identity is `e` in the proof, and half of it closes the goal.

```lean
/-- A wave with a node at site `n`, just beyond the chain, satisfies the eigenvalue equation of
the overlap matrix with eigenvalue `1 + cos φ`. -/
theorem overlap_mulVec_wave {n : ℕ} {φ : ℝ} (h : Real.sin (((n : ℝ) + 1) * φ) = 0) :
    overlap n *ᵥ wave n φ = (1 + Real.cos φ) • wave n φ := by
  ext i
  have key := overlap_mulVec_apply n (fun k => Real.sin ((k : ℝ) * φ)) (by simp)
    (by push_cast; exact h) i
  push_cast at key
  have e : Real.sin (((i : ℕ) : ℝ) * φ) + Real.sin ((((i : ℕ) : ℝ) + 2) * φ)
      = 2 * Real.cos φ * Real.sin ((((i : ℕ) : ℝ) + 1) * φ) := by
    rw [show ((i : ℕ) : ℝ) * φ = (((i : ℕ) : ℝ) + 1) * φ - φ by ring,
      show (((i : ℕ) : ℝ) + 2) * φ = (((i : ℕ) : ℝ) + 1) * φ + φ by ring,
      Real.sin_sub, Real.sin_add]
    ring
  unfold wave
  simp only [Pi.smul_apply, smul_eq_mul]
  rw [key]
  linear_combination e / 2
```

## A bound from a positive eigenvector

Let $A$ be symmetric with $A_{ij}\ge0$, and let $As=cs$ with every $s_i>0$. Dividing $(x_is_j\mp x_js_i)^2\ge0$ by $s_is_j$ gives
$$|x_ix_j|\le\tfrac12\left(x_i^2\frac{s_j}{s_i}+x_j^2\frac{s_i}{s_j}\right).$$
Multiply by $A_{ij}$ and sum. The first term contains
$$\sum_{i,j}A_{ij}x_i^2\frac{s_j}{s_i}=\sum_i\frac{x_i^2}{s_i}(As)_i=c\,x\cdot x,$$
and by symmetry the second contains the same sum. Hence $|x\cdot Ax|\le c\,x\cdot x$. In the code, `hb` is the pair inequality, `hp` is the same multiplied by $A_{ij}$, and `e2` and `e3` evaluate the two sums.

Nonnegative entries are needed. The matrix $\begin{pmatrix}0&-1\\-1&0\end{pmatrix}$ has the positive eigenvector $(1,1)$ with $c=-1$, but for $x=(1,0)$ the bound would read $0\le-1$.

```lean
/-- If a symmetric matrix with nonnegative entries has a strictly positive eigenvector with
eigenvalue `c`, its quadratic form is bounded in absolute value by `c` times the squared norm. -/
theorem abs_quadratic_le {n : ℕ} (A : Matrix (Fin n) (Fin n) ℝ) (hsymm : ∀ i j, A i j = A j i)
    (hA : ∀ i j, 0 ≤ A i j) (s : Fin n → ℝ) (hs : ∀ i, 0 < s i) (c : ℝ)
    (h : A *ᵥ s = c • s) (x : Fin n → ℝ) : |x ⬝ᵥ A *ᵥ x| ≤ c * (x ⬝ᵥ x) := by
  have e1 : x ⬝ᵥ A *ᵥ x = ∑ i, ∑ j, A i j * (x i * x j) := by
    simp only [dotProduct, Matrix.mulVec, Finset.mul_sum]
    exact Finset.sum_congr rfl fun i _ => Finset.sum_congr rfl fun j _ => by ring
  have e2 : ∑ i, ∑ j, A i j * (x i ^ 2 * s j / s i) = c * (x ⬝ᵥ x) := by
    simp only [dotProduct, Finset.mul_sum]
    refine Finset.sum_congr rfl fun i _ => ?_
    have hi : ∑ j, A i j * s j = c * s i := congrFun h i
    have hne := (hs i).ne'
    calc ∑ j, A i j * (x i ^ 2 * s j / s i) = x i ^ 2 / s i * ∑ j, A i j * s j := by
          rw [Finset.mul_sum]
          exact Finset.sum_congr rfl fun j _ => by ring
      _ = c * (x i * x i) := by
          rw [hi]
          field_simp
  have e3 : ∑ i, ∑ j, A i j * (x j ^ 2 * s i / s j) = c * (x ⬝ᵥ x) := by
    rw [Finset.sum_comm, ← e2]
    exact Finset.sum_congr rfl fun i _ => Finset.sum_congr rfl fun j _ => by rw [hsymm j i]
  -- weighted arithmetic-geometric inequality for each pair of sites
  have hp : ∀ i j, |A i j * (x i * x j)|
      ≤ (A i j * (x i ^ 2 * s j / s i) + A i j * (x j ^ 2 * s i / s j)) / 2 := by
    intro i j
    have hi := hs i
    have hj := hs j
    have k1 : x i ^ 2 * s j / s i + x j ^ 2 * s i / s j - 2 * (x i * x j)
        = (x i * s j - x j * s i) ^ 2 / (s i * s j) := by field_simp; ring
    have k2 : x i ^ 2 * s j / s i + x j ^ 2 * s i / s j + 2 * (x i * x j)
        = (x i * s j + x j * s i) ^ 2 / (s i * s j) := by field_simp; ring
    have p1 : 0 ≤ (x i * s j - x j * s i) ^ 2 / (s i * s j) := by positivity
    have p2 : 0 ≤ (x i * s j + x j * s i) ^ 2 / (s i * s j) := by positivity
    have hb : |x i * x j| ≤ (x i ^ 2 * s j / s i + x j ^ 2 * s i / s j) / 2 :=
      abs_le.mpr ⟨by linarith, by linarith⟩
    rw [abs_mul, abs_of_nonneg (hA i j)]
    exact (mul_le_mul_of_nonneg_left hb (hA i j)).trans_eq (by ring)
  rw [e1]
  refine (Finset.abs_sum_le_sum_abs _ _).trans ((Finset.sum_le_sum fun i _ =>
    (Finset.abs_sum_le_sum_abs _ _).trans (Finset.sum_le_sum fun j _ => hp i j)).trans_eq ?_)
  simp only [← Finset.sum_div, Finset.sum_add_distrib]
  rw [e2, e3]
  ring
```

Take $A=S-1$ and $\varphi=\pi/(n+1)$. The angles $(i+1)\varphi$ lie strictly between $0$ and $\pi$, so the wave is positive on every site, with $c=\cos(\pi/(n+1))$. Therefore
$$|x\cdot Sx-x\cdot x|\le\cos\!\left(\frac{\pi}{n+1}\right)x\cdot x.$$
For unit coefficient vectors, $x\cdot Sx$ thus lies within $\cos(\pi/(n+1))$ of 1.

```lean
/-- The quadratic form of the overlap matrix differs from the squared norm of the coefficients
by at most the fraction `cos (π / (n + 1))` of that squared norm. -/
theorem rayleigh_bound (n : ℕ) (x : Fin n → ℝ) :
    |x ⬝ᵥ overlap n *ᵥ x - x ⬝ᵥ x| ≤ Real.cos (π / (n + 1)) * (x ⬝ᵥ x) := by
  have hn : (0 : ℝ) < (n : ℝ) + 1 := by positivity
  have hnode : Real.sin (((n : ℝ) + 1) * (π / (n + 1))) = 0 := by
    rw [show ((n : ℝ) + 1) * (π / (n + 1)) = π by field_simp, Real.sin_pi]
  -- the nodeless wave is the positive eigenvector
  have key := abs_quadratic_le (overlap n - 1)
    (fun i j => by
      simp only [Matrix.sub_apply, Matrix.one_apply, overlap, Matrix.of_apply, Fin.ext_iff]
      split_ifs <;> first | omega | rfl)
    (fun i j => by
      simp only [Matrix.sub_apply, Matrix.one_apply, overlap, Matrix.of_apply]
      split_ifs <;> norm_num)
    (wave n (π / (n + 1)))
    (fun i => by
      have hi : ((i : ℕ) : ℝ) < n := by exact_mod_cast i.isLt
      refine Real.sin_pos_of_pos_of_lt_pi (by positivity) ?_
      rw [← mul_div_assoc, div_lt_iff₀ hn]
      nlinarith [Real.pi_pos])
    (Real.cos (π / (n + 1)))
    (by rw [Matrix.sub_mulVec, Matrix.one_mulVec, overlap_mulVec_wave hnode, add_smul,
          one_smul, add_sub_cancel_left]) x
  rwa [Matrix.sub_mulVec, Matrix.one_mulVec, dotProduct_sub] at key
```

A nonzero real vector has $x\cdot x>0$.

```lean
lemma dot_self_pos {n : ℕ} {x : Fin n → ℝ} (hx : x ≠ 0) : 0 < x ⬝ᵥ x := by
  obtain ⟨i, hi⟩ := Function.ne_iff.mp hx
  exact Finset.sum_pos' (fun j _ => mul_self_nonneg _) ⟨i, Finset.mem_univ i, mul_self_pos.mpr hi⟩
```

Since $\cos(\pi/(n+1))<1$, the lower bound gives $x\cdot Sx>0$ for $x\ne0$. Together with symmetry, this is positive definiteness.

```lean
/-- The overlap matrix of the chain is positive definite for every length. -/
theorem overlap_posDef (n : ℕ) : (overlap n).PosDef := by
  refine Matrix.posDef_iff_dotProduct_mulVec.mpr ⟨?_, fun x hx => ?_⟩
  · ext i j
    simp only [Matrix.conjTranspose_apply, star_trivial, overlap, Matrix.of_apply, Fin.ext_iff]
    split_ifs <;> first | omega | rfl
  · rw [star_trivial]
    have hle : π / ((n : ℝ) + 1) ≤ π :=
      div_le_self Real.pi_pos.le (by linarith [Nat.cast_nonneg (α := ℝ) n])
    have hc := Real.cos_lt_cos_of_nonneg_of_le_pi le_rfl hle (by positivity)
    rw [Real.cos_zero] at hc
    nlinarith [(abs_le.mp (rayleigh_bound n x)).1, mul_pos (sub_pos.mpr hc) (dot_self_pos hx)]
```

## Both ends of the spectrum

If $Sv=\mu v$ with $v\neq0$, the same bound gives $|\mu-1|\le\cos(\pi/(n+1))$. The wave with $\varphi=\pi/(n+1)$ attains the upper limit. The wave with $\varphi=\pi-\pi/(n+1)$, which alternates in sign, attains the lower one, because $(n+1)\varphi=n\pi$. Both are nonzero on site 0. `IsLeast` and `IsGreatest` express membership in the spectrum together with the bound. For $n=1$ both formulas give the single eigenvalue 1.

```lean
/-- For a chain of at least one function, the smallest eigenvalue of the overlap matrix is
`1 - cos (π / (n + 1))` and the largest is `1 + cos (π / (n + 1))`. -/
theorem extreme_eigenvalues {n : ℕ} (hn : 0 < n) :
    IsLeast (eigenvalues n) (1 - Real.cos (π / (n + 1))) ∧
      IsGreatest (eigenvalues n) (1 + Real.cos (π / (n + 1))) := by
  have hn' : (0 : ℝ) < n := by exact_mod_cast hn
  have hsin : 0 < Real.sin (π / (n + 1)) :=
    Real.sin_pos_of_pos_of_lt_pi (by positivity) (div_lt_self Real.pi_pos (by linarith))
  have hmem : ∀ φ : ℝ, Real.sin (((n : ℝ) + 1) * φ) = 0 → Real.sin φ ≠ 0 →
      1 + Real.cos φ ∈ eigenvalues n := fun φ h hφ =>
    ⟨wave n φ, fun h0 => hφ (by simpa [wave] using congrFun h0 ⟨0, hn⟩), overlap_mulVec_wave h⟩
  have hbound : ∀ μ ∈ eigenvalues n, |μ - 1| ≤ Real.cos (π / (n + 1)) := by
    rintro μ ⟨v, hv, hμ⟩
    have h := rayleigh_bound n v
    have hpos := dot_self_pos hv
    rw [hμ, dotProduct_smul, smul_eq_mul,
      show μ * (v ⬝ᵥ v) - v ⬝ᵥ v = (μ - 1) * (v ⬝ᵥ v) by ring, abs_mul, abs_of_pos hpos] at h
    exact le_of_mul_le_mul_right h hpos
  refine ⟨⟨?_, fun μ hμ => by linarith [(abs_le.mp (hbound μ hμ)).1]⟩,
    ⟨hmem _ ?_ hsin.ne', fun μ hμ => by linarith [(abs_le.mp (hbound μ hμ)).2]⟩⟩
  · -- the wave that alternates in sign from site to site
    have h := hmem (π - π / (n + 1)) (by
      rw [show ((n : ℝ) + 1) * (π - π / (n + 1)) = n * π by field_simp; ring]
      exact Real.sin_nat_mul_pi n) (by rw [Real.sin_pi_sub]; exact hsin.ne')
    rwa [Real.cos_pi_sub, ← sub_eq_add_neg] at h
  · rw [show ((n : ℝ) + 1) * (π / (n + 1)) = π by field_simp, Real.sin_pi]
```

## Growth of the chain

Put $\theta=\pi/(2(n+1))$. The half-angle formula gives
$$n^2(1-\cos2\theta)=2n^2\sin^2\theta=2\left(\frac{\pi}{2}\,\frac{n}{n+1}\right)^2\left(\frac{\sin\theta}{\theta}\right)^2\longrightarrow\frac{\pi^2}{2}.$$
The theorem takes any sequence `m` whose value at each $n\ge1$ is the least eigenvalue. Uniqueness of the minimum identifies it with the formula, and continuity of `sinc` at 0 supplies the last factor.

```lean
/-- The smallest overlap eigenvalue `m n` of the chain of `n` functions, multiplied by `n ^ 2`,
tends to `π ^ 2 / 2` as the chain grows. -/
theorem smallest_eigenvalue_asymptotics (m : ℕ → ℝ)
    (hm : ∀ n, 0 < n → IsLeast (eigenvalues n) (m n)) :
    Tendsto (fun n : ℕ => (n : ℝ) ^ 2 * m n) atTop (𝓝 (π ^ 2 / 2)) := by
  have ht := (tendsto_one_div_add_atTop_nhds_zero_nat (𝕜 := ℝ)).const_mul (π / 2)
  rw [mul_zero] at ht
  have hs := (Real.continuous_sinc.tendsto 0).comp ht
  rw [Real.sinc_zero] at hs
  have hr := (tendsto_natCast_div_add_atTop (1 : ℝ)).const_mul (π / 2)
  have h := ((hr.pow 2).mul (hs.pow 2)).const_mul 2
  rw [show 2 * ((π / 2 * 1) ^ 2 * 1 ^ 2) = π ^ 2 / 2 by ring] at h
  refine h.congr' ?_
  filter_upwards [eventually_gt_atTop 0] with n hn
  rw [(hm n hn).unique (extreme_eigenvalues hn).1]
  have hx : π / 2 * (1 / ((n : ℝ) + 1)) ≠ 0 := by positivity
  -- half-angle formula
  have hc : Real.cos (π / (n + 1)) = 1 - 2 * Real.sin (π / 2 * (1 / ((n : ℝ) + 1))) ^ 2 := by
    rw [show π / ((n : ℝ) + 1) = 2 * (π / 2 * (1 / ((n : ℝ) + 1))) by field_simp,
      Real.cos_two_mul, Real.cos_sq']
    ring
  simp only [Function.comp_apply]
  rw [Real.sinc_of_ne_zero hx, hc]
  generalize Real.sin (π / 2 * (1 / ((n : ℝ) + 1))) = S
  field_simp
  ring
```

The largest eigenvalue `M n` tends to 2, so
$$\frac{M_n}{m_n n^2}\longrightarrow\frac{2}{\pi^2/2}=\frac{4}{\pi^2}.$$
For this symmetric positive definite matrix, $M_n/m_n$ is the condition number in the Euclidean norm.

```lean
/-- The ratio of the largest to the smallest overlap eigenvalue, divided by `n ^ 2`, tends to
`4 / π ^ 2` as the chain grows. -/
theorem condition_number_asymptotics (m M : ℕ → ℝ)
    (hm : ∀ n, 0 < n → IsLeast (eigenvalues n) (m n))
    (hM : ∀ n, 0 < n → IsGreatest (eigenvalues n) (M n)) :
    Tendsto (fun n : ℕ => M n / m n / (n : ℝ) ^ 2) atTop (𝓝 (4 / π ^ 2)) := by
  have ht := (tendsto_one_div_add_atTop_nhds_zero_nat (𝕜 := ℝ)).const_mul π
  rw [mul_zero] at ht
  have hc := ((Real.continuous_cos.tendsto 0).comp ht).const_add 1
  rw [Real.cos_zero] at hc
  have h := hc.div (smallest_eigenvalue_asymptotics m hm) (by positivity)
  rw [show (1 + 1 : ℝ) / (π ^ 2 / 2) = 4 / π ^ 2 by field_simp <;> norm_num] at h
  refine h.congr' ?_
  filter_upwards [eventually_gt_atTop 0] with n hn
  rw [(hM n hn).unique (extreme_eigenvalues hn).2, div_div, mul_comm (m n)]
  simp only [Pi.div_apply, Function.comp_apply, mul_one_div]

end

end CriticalOverlapChain
```

```lean
#print axioms CriticalOverlapChain.overlap_posDef
#print axioms CriticalOverlapChain.smallest_eigenvalue_asymptotics
#print axioms CriticalOverlapChain.condition_number_asymptotics
```

```
'CriticalOverlapChain.overlap_posDef' depends on axioms: [propext, Classical.choice, Quot.sound]
'CriticalOverlapChain.smallest_eigenvalue_asymptotics' depends on axioms: [propext, Classical.choice, Quot.sound]
'CriticalOverlapChain.condition_number_asymptotics' depends on axioms: [propext, Classical.choice, Quot.sound]
```
